# Finite sums of positive product operators obey the reduction criterion, and the maximally entangled projector violates it for d ≥ 2

Q: Before I judge any theorem, I want the conventions. What are the states, and what is being traced?

A: Operators are complex matrices. The first system has a finite index type `m`, the second a finite index type `n`, and an operator on the pair is a matrix whose rows and columns are labelled by pairs (i, a), with i in `m` and a in `n`. The product A ⊗ B, written `A ⊗ₖ B`, has entries

(A ⊗ B)_(i,a),(j,b) = A_ij B_ab.

The two dimensions may differ. The type `ι` labels the terms of a sum.

In Lean 4 with Mathlib:

```lean
import Mathlib

open Matrix
open scoped Kronecker ComplexOrder

namespace ReductionCriterion

noncomputable section

variable {m n ι : Type*} [Fintype m] [Fintype n] [DecidableEq n]
```

The partial trace over the second factor sets the two second indices equal and sums over them:

R_ij = ∑_a ρ_(i,a),(j,a).

```lean
/-- The partial trace over the second factor of an operator on a composite system. -/
def partialTrace {m n : Type*} [Fintype n] (ρ : Matrix (m × n) (m × n) ℂ) : Matrix m m ℂ :=
  Matrix.of fun i j => ∑ a, ρ (i, a) (j, a)
```

Q: And the entangled vector? A wrong normalisation would spoil any bound of the form 1/d.

A: For two d-level systems it is Φ = ∑_i |i i⟩ / √d. Its common amplitude is defined first, as a real number regarded as complex.

```lean
/-- The common amplitude `1/√d` of the maximally entangled vector. -/
def amplitude (d : ℕ) : ℂ := (((√(d : ℝ))⁻¹ : ℝ) : ℂ)
```

The vector takes that value on the diagonal pairs and vanishes elsewhere.

```lean
/-- The maximally entangled vector `∑ i, |i i⟩ / √d` of two `d`-level systems. -/
def maxEntangled (d : ℕ) : Fin d × Fin d → ℂ :=
  fun p => if p.1 = p.2 then amplitude d else 0
```

Its projector P = |Φ⟩⟨Φ| has entries P_pq = Φ_p conj(Φ_q), where p and q are pairs. The normalisation ⟨Φ|Φ⟩ = 1 is proved further down for d ≠ 0.

```lean
/-- The operator `|Φ⟩⟨Φ|` of the maximally entangled vector `Φ`. -/
def maxEntangledProjector (d : ℕ) : Matrix (Fin d × Fin d) (Fin d × Fin d) ℂ :=
  vecMulVec (maxEntangled d) (star (maxEntangled d))
```

Q: "Positive" also needs a meaning. Expectation values here are complex numbers.

A: `PosSemidef` means that the matrix is Hermitian and that x†Mx ≥ 0 for every vector x. In the order used on ℂ, 0 ≤ z says that z is real and nonnegative. The expression `star x ⬝ᵥ (M *ᵥ x)` is x†Mx, conjugated on the left as in a bra.

Q: Then take ρ = ∑_k A_k ⊗ B_k with all A_k and B_k positive semidefinite. What is its reduced operator?

A: Insert the product entries and sum over a:

R_ij = ∑_k (A_k)_ij ∑_a (B_k)_aa = ∑_k tr(B_k) (A_k)_ij.

So R = ∑_k tr(B_k) A_k. This step needs no positivity. The proof exchanges the two finite sums and pulls the factor (A_k)_ij out of the inner one.

```lean
/-- Tracing out the second factor of a sum of products leaves the first factors,
weighted by the traces of the second ones. -/
theorem partialTrace_sum_kronecker {m n ι : Type*} [Fintype n] (s : Finset ι)
    (A : ι → Matrix m m ℂ) (B : ι → Matrix n n ℂ) :
    partialTrace (∑ k ∈ s, A k ⊗ₖ B k) = ∑ k ∈ s, (B k).trace • A k := by
  ext i j
  simp only [partialTrace, Matrix.of_apply, Matrix.sum_apply, kroneckerMap_apply,
    Matrix.smul_apply, smul_eq_mul, Matrix.trace, Matrix.diag_apply]
  rw [Finset.sum_comm]
  refine Finset.sum_congr rfl fun k _ => ?_
  rw [← Finset.mul_sum, mul_comm]
```

Q: Where does positivity enter?

A: Through one inequality for the second system: if B ≥ 0, then tr(B) 1 − B ≥ 0. With eigenvalues it is quick, since no eigenvalue exceeds the sum of all of them. The proof below avoids diagonalisation. Fix x, let e_i be the basis vectors, and for each pair i, j form

v_ij = conj(x_i) e_j − conj(x_j) e_i.

Since B ≥ 0, each of these gives

0 ≤ v_ij† B v_ij = x_i B_jj conj(x_i) − x_i B_ji conj(x_j) − x_j B_ij conj(x_i) + x_j B_ii conj(x_j).

Now sum over all i and j. The first and last terms each give tr(B) x†x, and each of the middle terms gives −x†Bx. Hence

0 ≤ 2 (tr(B) x†x − x†Bx),

and half of this is the required form.

Q: Why the conjugates in v_ij? I would have written x_i e_j − x_j e_i.

A: That slip is natural, and it changes the expression you get. Without the conjugates each of the middle terms gives −x†Bᵀx, so you obtain the inequality for the transpose of B. It is equivalent, because transposing preserves positive semidefiniteness, but it is not the form wanted here. For a real symmetric B you would never notice.

In the code, `key` evaluates B between two vectors that each have at most one nonzero entry, `hpos` is the displayed inequality for one pair, and `h1` to `h4` are the four sums. The first bullet settles Hermiticity, which holds because the trace of a Hermitian matrix is real.

```lean
/-- A positive semidefinite operator is bounded above by its trace times the identity. -/
theorem trace_smul_one_sub_posSemidef {B : Matrix n n ℂ} (hB : B.PosSemidef) :
    (B.trace • (1 : Matrix n n ℂ) - B).PosSemidef := by
  refine PosSemidef.of_dotProduct_mulVec_nonneg ?_ fun x => ?_
  · change (B.trace • (1 : Matrix n n ℂ) - B)ᴴ = _
    rw [conjTranspose_sub, conjTranspose_smul, conjTranspose_one, ← trace_conjTranspose,
      hB.1.eq]
  have key : ∀ (a b : n) (c d : ℂ),
      star (Pi.single a c : n → ℂ) ⬝ᵥ (B *ᵥ Pi.single b d) = star c * B a b * d := by
    intro a b c d
    rw [← Pi.single_star, single_dotProduct]
    change star c * (B a ⬝ᵥ Pi.single b d) = _
    rw [dotProduct_single, mul_assoc]
  -- the form of `B` at the antisymmetric vectors built from `x` is nonnegative
  have hpos : ∀ i j : n, 0 ≤ x i * B j j * star (x i) - x i * B j i * star (x j)
      - x j * B i j * star (x i) + x j * B i i * star (x j) := by
    intro i j
    have h := hB.dotProduct_mulVec_nonneg
      ((Pi.single j (star (x i)) : n → ℂ) - Pi.single i (star (x j)))
    simp only [star_sub, Matrix.mulVec_sub, sub_dotProduct, dotProduct_sub, key,
      star_star] at h
    convert h using 1
    ring
  have hQ : star x ⬝ᵥ (B *ᵥ x) = ∑ i, ∑ j, star (x i) * B i j * x j := by
    simp only [dotProduct, Matrix.mulVec, Pi.star_apply, Finset.mul_sum, mul_assoc]
  have h1 : ∑ i, ∑ j, x i * B j j * star (x i) = B.trace * (star x ⬝ᵥ x) := by
    simp only [Matrix.trace, Matrix.diag_apply, dotProduct, Pi.star_apply]
    rw [Finset.sum_mul_sum, Finset.sum_comm]
    exact Finset.sum_congr rfl fun i _ => Finset.sum_congr rfl fun j _ => by ring
  have h2 : ∑ i, ∑ j, x i * B j i * star (x j) = star x ⬝ᵥ (B *ᵥ x) := by
    rw [hQ, Finset.sum_comm]
    exact Finset.sum_congr rfl fun i _ => Finset.sum_congr rfl fun j _ => by ring
  have h3 : ∑ i, ∑ j, x j * B i j * star (x i) = star x ⬝ᵥ (B *ᵥ x) := by
    rw [hQ]
    exact Finset.sum_congr rfl fun i _ => Finset.sum_congr rfl fun j _ => by ring
  have h4 : ∑ i, ∑ j, x j * B i i * star (x j) = B.trace * (star x ⬝ᵥ x) := by
    simp only [Matrix.trace, Matrix.diag_apply, dotProduct, Pi.star_apply]
    rw [Finset.sum_mul_sum]
    exact Finset.sum_congr rfl fun i _ => Finset.sum_congr rfl fun j _ => by ring
  -- summing over all pairs gives twice the wanted form
  have hsum := Finset.sum_nonneg fun i (_ : i ∈ Finset.univ) =>
    Finset.sum_nonneg fun j (_ : j ∈ Finset.univ) => hpos i j
  simp only [Finset.sum_add_distrib, Finset.sum_sub_distrib] at hsum
  rw [h1, h2, h3, h4] at hsum
  have hhalf : (0 : ℂ) ≤ ((1 / 2 : ℝ) : ℂ) := Complex.zero_le_real.mpr (by norm_num)
  have h := mul_nonneg hhalf hsum
  rw [Matrix.sub_mulVec, Matrix.smul_mulVec, Matrix.one_mulVec, dotProduct_sub,
    dotProduct_smul, smul_eq_mul]
  convert h using 1
  push_cast
  ring
```

Q: Now the criterion itself.

A: Subtract ρ from R ⊗ 1, using the formula for R:

R ⊗ 1 − ρ = ∑_k A_k ⊗ (tr(B_k) 1 − B_k).

Both factors in each term are positive semidefinite. So is their product: if A = C†C and D = E†E, then A ⊗ D = (C ⊗ E)†(C ⊗ E). A sum of positive semidefinite operators is again positive semidefinite. The theorem follows this route: `h` is the rewritten difference, checked entry by entry, and the last lines combine Mathlib's results on Kronecker products and sums with the inequality for B_k.

```lean
/-- Reduction criterion: if `ρ` is a finite sum of products of positive semidefinite
operators and `R` is its partial trace over the second factor, then `R ⊗ 1 - ρ` is
positive semidefinite. -/
theorem reduction_criterion (s : Finset ι) (A : ι → Matrix m m ℂ) (B : ι → Matrix n n ℂ)
    (hA : ∀ k ∈ s, (A k).PosSemidef) (hB : ∀ k ∈ s, (B k).PosSemidef) :
    (partialTrace (∑ k ∈ s, A k ⊗ₖ B k) ⊗ₖ (1 : Matrix n n ℂ)
      - ∑ k ∈ s, A k ⊗ₖ B k).PosSemidef := by
  -- the difference is again a sum of products of positive operators
  have h : partialTrace (∑ k ∈ s, A k ⊗ₖ B k) ⊗ₖ (1 : Matrix n n ℂ) - ∑ k ∈ s, A k ⊗ₖ B k
      = ∑ k ∈ s, A k ⊗ₖ ((B k).trace • (1 : Matrix n n ℂ) - B k) := by
    rw [partialTrace_sum_kronecker]
    ext ⟨i, a⟩ ⟨j, b⟩
    simp only [Matrix.sub_apply, kroneckerMap_apply, Matrix.sum_apply, Matrix.smul_apply,
      smul_eq_mul]
    rw [Finset.sum_mul, ← Finset.sum_sub_distrib]
    exact Finset.sum_congr rfl fun k _ => by ring
  rw [h]
  exact Matrix.posSemidef_sum s fun k hk =>
    (hA k hk).kronecker (trace_smul_one_sub_posSemidef (hB k hk))
```

Q: I see no density matrices there, and no probabilities. Is this really about separable states?

A: A separable state ∑_k p_k σ_k ⊗ τ_k fits by taking A_k = p_k σ_k and B_k = τ_k. The theorem does not ask for unit trace, so unnormalised operators are included. The sum runs over a finite set `s`, and both systems are finite-dimensional.

Q: The reduction criterion is usually stated as a pair of inequalities.

A: This is the half in which the second system is traced out. The partner inequality, with the first system traced out, follows by exchanging the roles of the factors, but it is not stated here. Nor does the theorem run backwards: it gives a necessary condition for separability, and says nothing about whether an operator that passes is separable.

Q: How do you show that the entangled projector fails? Computing a spectrum for every d sounds laborious.

A: One expectation value is enough, taken in Φ itself. For any R on the first system,

⟨Φ|R ⊗ 1|Φ⟩ = (1/d) ∑_i ∑_j R_ij δ_ij = tr(R)/d.

The identity on the second system forces i = j. In the proof, `hsq` says that the squared amplitude is 1/d, and `hstar` says that Φ is real.

```lean
/-- In the maximally entangled vector, an observable `R` of the first system has
expectation `tr R / d`. -/
theorem expectation_local (d : ℕ) (R : Matrix (Fin d) (Fin d) ℂ) :
    star (maxEntangled d) ⬝ᵥ ((R ⊗ₖ (1 : Matrix (Fin d) (Fin d) ℂ)) *ᵥ maxEntangled d)
      = R.trace / d := by
  have hsq : amplitude d * amplitude d = 1 / (d : ℂ) := by
    unfold amplitude
    rw [← Complex.ofReal_mul, ← mul_inv, Real.mul_self_sqrt (Nat.cast_nonneg d)]
    simp
  have hstar : star (maxEntangled d) = maxEntangled d := by
    funext p
    change star (if p.1 = p.2 then amplitude d else 0) = if p.1 = p.2 then amplitude d else 0
    split_ifs
    · exact Complex.conj_ofReal _
    · exact star_zero _
  rw [hstar]
  simp only [dotProduct, Matrix.mulVec, Fintype.sum_prod_type, kroneckerMap_apply,
    Matrix.one_apply, maxEntangled, mul_ite, ite_mul, mul_one, mul_zero, zero_mul,
    Finset.sum_ite_eq, Finset.mem_univ, if_true]
  rw [Matrix.trace, Finset.sum_div]
  refine Finset.sum_congr rfl fun i _ => ?_
  rw [Matrix.diag_apply]
  linear_combination R i i * hsq
```

Tracing out one system and then the other gives the full trace, so tr(R) = tr(ρ) when R is the partial trace of ρ. Therefore

⟨Φ|(R ⊗ 1 − ρ)|Φ⟩ = tr(ρ)/d − ⟨Φ|ρ|Φ⟩

for every matrix ρ, positive or not.

```lean
/-- For any `ρ` with partial trace `R`, the expectation of `R ⊗ 1 - ρ` in the maximally
entangled vector `Φ` is `tr ρ / d - ⟨Φ|ρ|Φ⟩`. -/
theorem expectation_reduction (d : ℕ) (ρ : Matrix (Fin d × Fin d) (Fin d × Fin d) ℂ) :
    star (maxEntangled d) ⬝ᵥ
        ((partialTrace ρ ⊗ₖ (1 : Matrix (Fin d) (Fin d) ℂ) - ρ) *ᵥ maxEntangled d)
      = ρ.trace / d - star (maxEntangled d) ⬝ᵥ (ρ *ᵥ maxEntangled d) := by
  have ht : (partialTrace ρ).trace = ρ.trace := by
    simp only [Matrix.trace, Matrix.diag_apply, partialTrace, Matrix.of_apply,
      Fintype.sum_prod_type]
  rw [Matrix.sub_mulVec, dotProduct_sub, expectation_local, ht]
```

Q: If ρ is separable, the left side is nonnegative. That looks like a bound one could test.

A: It is: ⟨Φ|ρ|Φ⟩ ≤ tr(ρ)/d. For a normalised state of two d-level systems, a fidelity with Φ above 1/d therefore certifies entanglement. The proof evaluates the criterion at Φ and rearranges.

```lean
/-- A finite sum `ρ` of products of positive semidefinite operators satisfies
`⟨Φ|ρ|Φ⟩ ≤ tr ρ / d` for the maximally entangled vector `Φ`. -/
theorem separable_overlap_le (d : ℕ) (s : Finset ι) (A B : ι → Matrix (Fin d) (Fin d) ℂ)
    (hA : ∀ k ∈ s, (A k).PosSemidef) (hB : ∀ k ∈ s, (B k).PosSemidef) :
    star (maxEntangled d) ⬝ᵥ ((∑ k ∈ s, A k ⊗ₖ B k) *ᵥ maxEntangled d)
      ≤ (∑ k ∈ s, A k ⊗ₖ B k).trace / d := by
  have h := (reduction_criterion s A B hA hB).dotProduct_mulVec_nonneg (maxEntangled d)
  rw [expectation_reduction] at h
  exact sub_nonneg.mp h
```

Normalisation of Φ comes from the local expectation formula with R = 1, since tr(1)/d = 1 for d ≠ 0.

```lean
/-- For `d ≠ 0` the maximally entangled vector is normalised. -/
theorem maxEntangled_normalised {d : ℕ} (hd : d ≠ 0) :
    star (maxEntangled d) ⬝ᵥ maxEntangled d = 1 := by
  have h := expectation_local d 1
  rwa [Matrix.one_kronecker_one, Matrix.one_mulVec, Matrix.trace_one, Fintype.card_fin,
    div_self (Nat.cast_ne_zero.mpr hd)] at h
```

Q: Show me two qubits with numbers before the general case.

A: For d = 2, Φ = (|00⟩ + |11⟩)/√2. In the order 00, 01, 10, 11, the projector P has the entry 1/2 in its four corners and zeros elsewhere. Its partial trace is R = diag(1/2, 1/2), so R ⊗ 1 is half the identity. Acting on Φ,

(R ⊗ 1 − P)Φ = (1/2)Φ − Φ = −(1/2)Φ,

which is a negative eigenvalue. Compare the separable mixture ρ = (|00⟩⟨00| + |11⟩⟨11|)/2. It has the same R, but

R ⊗ 1 − ρ = diag(0, 1/2, 1/2, 0),

which is positive semidefinite. Its overlap with Φ is 1/2, so it reaches the bound 1/d exactly.

Q: So the reduced state alone does not distinguish them; the comparison with the full operator does. And for general d?

A: The projector has tr(P) = 1 and PΦ = Φ, so

⟨Φ|(R ⊗ 1 − P)|Φ⟩ = 1/d − 1,

which is negative for d ≥ 2. At d = 1 the vector Φ is a product vector and the expectation is zero, so the condition on d is needed. The proof assumes positivity and derives a contradiction: `htr` and `hfix` are the two facts about P, and the final lines turn the complex inequality into a real one and compare 1/d with 1.

```lean
/-- For `d ≥ 2` the maximally entangled projector `P`, with partial trace `R`, violates the
reduction criterion: `R ⊗ 1 - P` is not positive semidefinite. -/
theorem maxEntangled_violates {d : ℕ} (hd : 2 ≤ d) :
    ¬ (partialTrace (maxEntangledProjector d) ⊗ₖ (1 : Matrix (Fin d) (Fin d) ℂ)
      - maxEntangledProjector d).PosSemidef := by
  intro hP
  have hnorm := maxEntangled_normalised (d := d) (by omega)
  have htr : (maxEntangledProjector d).trace = 1 := by
    rw [← hnorm]
    simp only [Matrix.trace, Matrix.diag_apply, maxEntangledProjector, vecMulVec_apply,
      dotProduct]
    exact Finset.sum_congr rfl fun _ _ => mul_comm _ _
  have hfix : maxEntangledProjector d *ᵥ maxEntangled d = maxEntangled d := by
    funext p
    have h : (maxEntangledProjector d *ᵥ maxEntangled d) p
        = maxEntangled d p * (star (maxEntangled d) ⬝ᵥ maxEntangled d) := by
      simp only [maxEntangledProjector, Matrix.mulVec, dotProduct, vecMulVec_apply,
        Finset.mul_sum, mul_assoc]
    rw [h, hnorm, mul_one]
  -- the expectation in the entangled vector itself is `1/d - 1`
  have h := hP.dotProduct_mulVec_nonneg (maxEntangled d)
  rw [expectation_reduction, htr, hfix, hnorm] at h
  have hr : (0 : ℂ) ≤ ((1 / (d : ℝ) - 1 : ℝ) : ℂ) := by
    push_cast
    exact h
  have h0 := Complex.zero_le_real.mp hr
  have hd' : (2 : ℝ) ≤ d := by exact_mod_cast hd
  have h1 : 1 / (d : ℝ) < 1 := by
    rw [div_lt_one (by linarith)]
    linarith
  linarith

end

end ReductionCriterion
```

Q: Does that last theorem say that P is entangled?

A: Its statement says that R ⊗ 1 − P is not positive semidefinite. Combine it with `reduction_criterion`: if P were a finite sum of products of positive semidefinite operators, the difference would have to be positive semidefinite. So for d ≥ 2 no such decomposition of P exists, which is what entanglement of this state means.

```lean
#print axioms ReductionCriterion.separable_overlap_le
#print axioms ReductionCriterion.maxEntangled_violates
```

```
'ReductionCriterion.separable_overlap_le' depends on axioms: [propext, Classical.choice, Quot.sound]
'ReductionCriterion.maxEntangled_violates' depends on axioms: [propext, Classical.choice, Quot.sound]
```
